# Replacing exponential flight times by their mean halves the mobility of carriers that restart from rest

## Distance over time, not an average over flights

A carrier that makes many flights of different lengths has more than one "average velocity", and one of them must be chosen. Here the drift velocity is the total distance divided by the total time. For flights that start from rest and last a random time T at constant acceleration a, this leads to a ratio of two expectations,

v = E(aT²/2) / E(T).

The other candidate is to compute the mean velocity aT/2 of each flight and average it over the flights, which gives aE(T)/2. That average gives a short flight the same weight as a long one, although the carrier spends more time in the long one and reaches higher speeds there. The time-averaged drift current of such carriers is proportional to their time-averaged velocity, so v is the quantity to study. For independent flights with a common law it is also the almost sure limit of distance over time, as shown below.

The second choice concerns T itself. It is a random variable on an arbitrary probability space, almost surely positive and with finite second moment. Laws with finitely many positive values and the exponential law both fit this description.

## Carriers that lose all their velocity

The carrier moves in one dimension under a constant field F. It has charge q and a constant positive mass m, so its acceleration satisfies m a = q F. Each collision is instantaneous and leaves the carrier at rest. The flights are numbered i = 0, 1, 2, …, and flight i lasts a time T_i and covers the distance aT_i²/2, counted with the sign of a.

If the collision rate is a constant 1/τ, independent of the carrier's energy, the flight time has the exponential density exp(−t/τ)/τ on t > 0. The parameter τ is then the mean time between collisions. The mobility is μ = v/F, which carries the sign of q.

For Monte Carlo transport simulations, the result says that within this one-dimensional model with full velocity loss, the spread of the flight times contributes to the drift velocity and is lost when every flight is given the mean duration.

## What the theorems say

`longRun_velocity` takes a sequence of flight times `T : ℕ → Ω → ℝ` on a probability space with measure `P`. Any two different flights are independent, and all have the law of `T 0`. The hypothesis `MemLp (T 0) 2 P` is the finite second moment, and `hpos` says that the flight time is almost surely positive. The conclusion is that, for almost every history ω, the distance covered in flights 0 to n − 1 divided by their total duration tends to `driftVelocity P a (T 0)` as n grows. The limit is taken over completed flights, and no estimate is given for the error after finitely many of them.

`drift_ge_half` treats a single flight time T with a > 0. It says that v is at least aE(T)/2, with equality exactly when T equals its mean almost surely. For a law with finitely many values this means that only one value has positive probability. The sign of a matters: at a = 0 both sides vanish for every T, so the equality clause fails unless T is almost surely constant, and for a < 0 the inequality reverses.

`exponential_drift` gives mean time τ and drift velocity aτ for the exponential law. In Lean this law is the measure `expFlights τ` on the real line, and the flight time is the coordinate `fun t => t`.

`mean_time_halves_mobility` adds the equation m a = q F as the hypothesis `newton`, with m and F nonzero. The exponential flights have mobility qτ/m. The simplified simulation uses the same functional `driftVelocity` with a constant flight time, equal to the exponential mean, and has mobility qτ/(2m).

The exponential velocity is computed directly from the ratio of expectations; the file contains no separate limit theorem for a sequence of exponential flights. A collision rate that depends on the energy generally gives a flight-time law that is not exponential; the two exponential theorems then no longer apply, while `longRun_velocity` and `drift_ge_half` still do if their hypotheses hold. Non-parabolic bands and carriers that keep part of their velocity after a collision lie beyond the model.

## The long-run limit

Write M = E(T). The finite second moment makes M finite, because T ≤ 1 + T². Since T is almost surely positive, M ≥ 0. If M were 0, a non-negative variable with zero mean would vanish almost surely, which contradicts T > 0. Hence M > 0.

For n ≥ 1, divide the numerator and the denominator of distance over time by n:

(Σ_{i<n} aT_i²/2) / (Σ_{i<n} T_i) = [(1/n) Σ_{i<n} aT_i²/2] / [(1/n) Σ_{i<n} T_i].

By the strong law of large numbers the upper average tends almost surely to E(aT²/2) and the lower one to M. As M is not zero, the quotient tends to E(aT²/2)/M = v.

## The variance raises the velocity

Expand the variance of T:

Var T = E((T − M)²) = E(T²) − 2M·E(T) + M² = E(T²) − M².

So E(T²) = M² + Var T, and the mean distance per flight is

v M = (a/2) E(T²) = (a/2)(M² + Var T).

Division by M gives

v = aM/2 + a Var T / (2M).

For a > 0 the last term is non-negative, which is the lower bound. It vanishes exactly when Var T = 0. A non-negative variable (T − M)² with zero mean is zero almost surely, so this happens exactly when T = M almost surely.

## Exponential flights and the factor of two

With the substitution s = t/τ the moments of the exponential law are

E(Tⁿ) = ∫₀^∞ tⁿ exp(−t/τ)/τ dt = τⁿ ∫₀^∞ sⁿ exp(−s) ds = n! τⁿ.

The case n = 0 is the normalisation, n = 1 gives E(T) = τ, and n = 2 gives E(T²) = 2τ². Therefore

v = (a/2)(2τ²)/τ = aτ.

If every flight lasts exactly τ, then

v_fixed = (aτ²/2)/τ = aτ/2.

Newton's law gives a/F = q/m, so the two mobilities are

μ = v/F = qτ/m and μ_fixed = v_fixed/F = qτ/(2m).

The factor of two arises because the variance τ² of the exponential law equals the square of its mean. For a general law and a ≠ 0, the formula for v above gives the factor 1 + Var T / M², which is two exactly when the variance equals the squared mean.

## Drift velocity and mobility in Lean

```lean
import Mathlib

open MeasureTheory ProbabilityTheory Filter Topology

namespace FreeFlightMonteCarlo

noncomputable section

variable {Ω : Type*} [MeasurableSpace Ω]

/-- The mean free-flight time `E(T)`. -/
def meanTime (P : Measure Ω) (T : Ω → ℝ) : ℝ := ∫ ω, T ω ∂P

/-- The drift velocity `E(a T² / 2) / E(T)` of carriers that start each flight from rest and
accelerate at `a` for a time `T`; it is meant for a nonzero mean flight time. -/
def driftVelocity (P : Measure Ω) (a : ℝ) (T : Ω → ℝ) : ℝ :=
  (∫ ω, a * T ω ^ 2 / 2 ∂P) / meanTime P T

/-- The exponential law of flight times, with density `exp (-t/τ) / τ` on `t > 0`;
it is meant for `τ > 0`. -/
def expFlights (τ : ℝ) : Measure ℝ :=
  (volume.restrict (Set.Ioi 0)).withDensity fun t => ENNReal.ofReal (Real.exp (-(t / τ)) / τ)

/-- Almost surely positive flight times with finite second moment have a positive mean. -/
theorem meanTime_pos (P : Measure Ω) [IsProbabilityMeasure P] {T : Ω → ℝ}
    (hL : MemLp T 2 P) (hpos : ∀ᵐ ω ∂P, 0 < T ω) : 0 < meanTime P T := by
  have hint : Integrable T P := hL.integrable (by norm_num)
  have h0 : 0 ≤ᵐ[P] T := by
    filter_upwards [hpos] with ω h using h.le
  refine lt_of_le_of_ne (integral_nonneg_of_ae h0) fun h => ?_
  -- a vanishing mean would force the flight time to vanish
  have hz := (integral_eq_zero_iff_of_nonneg_ae h0 hint).mp h.symm
  obtain ⟨ω, h1, h2⟩ := (hz.and hpos).exists
  exact h2.ne' h1

/-- For pairwise independent, identically distributed flight times that are almost surely positive
and have finite second moment, total distance over total time converges almost surely to the
drift velocity. -/
theorem longRun_velocity (P : Measure Ω) [IsProbabilityMeasure P] (a : ℝ) (T : ℕ → Ω → ℝ)
    (hL : MemLp (T 0) 2 P) (hpos : ∀ᵐ ω ∂P, 0 < T 0 ω)
    (hind : Pairwise fun i j => IndepFun (T i) (T j) P)
    (hid : ∀ i, IdentDistrib (T i) (T 0) P P) :
    ∀ᵐ ω ∂P, Tendsto (fun n : ℕ =>
      (∑ i ∈ Finset.range n, a * T i ω ^ 2 / 2) / (∑ i ∈ Finset.range n, T i ω))
      atTop (𝓝 (driftVelocity P a (T 0))) := by
  have hg : Measurable fun x : ℝ => a * x ^ 2 / 2 := by fun_prop
  have hint : Integrable (fun ω => a * T 0 ω ^ 2 / 2) P :=
    (hL.integrable_sq.const_mul a).div_const 2
  -- the strong law for the distances and for the durations
  have h1 := strong_law_ae_real (fun i ω => a * T i ω ^ 2 / 2) hint
    (fun i j hij => (hind hij).comp hg hg) (fun i => (hid i).comp hg)
  have h2 := strong_law_ae_real T (hL.integrable (by norm_num))
    (fun i j hij => hind hij) hid
  filter_upwards [h1, h2] with ω u v
  refine (u.div v (meanTime_pos P hL hpos).ne').congr' ?_
  filter_upwards [eventually_ne_atTop 0] with n hn
  exact div_div_div_cancel_right₀ (Nat.cast_ne_zero.mpr hn) _ _

/-- For almost surely positive flight times with finite second moment, the mean distance per flight,
written as drift velocity times mean time, is `a/2` times the sum of the squared mean time and the
variance of the time. -/
theorem drift_mul_meanTime (P : Measure Ω) [IsProbabilityMeasure P] (a : ℝ) {T : Ω → ℝ}
    (hL : MemLp T 2 P) (hpos : ∀ᵐ ω ∂P, 0 < T ω) :
    driftVelocity P a T * meanTime P T =
      a / 2 * (meanTime P T ^ 2 + ∫ ω, (T ω - meanTime P T) ^ 2 ∂P) := by
  have hm := (meanTime_pos P hL hpos).ne'
  have h1 : Integrable T P := hL.integrable (by norm_num)
  have h2 : Integrable (fun ω => T ω ^ 2) P := hL.integrable_sq
  have h3 : Integrable (fun ω => 2 * meanTime P T * T ω) P := h1.const_mul _
  have h4 : Integrable (fun ω => T ω ^ 2 - 2 * meanTime P T * T ω) P := h2.sub h3
  -- expand the variance
  have hV : ∫ ω, (T ω - meanTime P T) ^ 2 ∂P = (∫ ω, T ω ^ 2 ∂P) - meanTime P T ^ 2 := by
    have e : (fun ω => (T ω - meanTime P T) ^ 2) =
        fun ω => T ω ^ 2 - 2 * meanTime P T * T ω + meanTime P T ^ 2 := by
      ext ω; ring
    have hmean : ∫ ω, T ω ∂P = meanTime P T := rfl
    rw [e, integral_add h4 (integrable_const _), integral_sub h2 h3, integral_const_mul,
      integral_const, probReal_univ, one_smul, hmean]
    ring
  have hd : driftVelocity P a T * meanTime P T = ∫ ω, a * T ω ^ 2 / 2 ∂P := by
    unfold driftVelocity
    field_simp
  have e : (fun ω => a * T ω ^ 2 / 2) = fun ω => a / 2 * T ω ^ 2 := by
    ext ω; ring
  rw [hd, hV, e, integral_const_mul]
  ring

/-- For `a > 0` and almost surely positive flight times with finite second moment, the drift
velocity is at least `a E(T) / 2`, with equality exactly when the flight time is almost surely
equal to its mean. -/
theorem drift_ge_half (P : Measure Ω) [IsProbabilityMeasure P] {a : ℝ} (ha : 0 < a)
    {T : Ω → ℝ} (hL : MemLp T 2 P) (hpos : ∀ᵐ ω ∂P, 0 < T ω) :
    a * meanTime P T / 2 ≤ driftVelocity P a T ∧
      (driftVelocity P a T = a * meanTime P T / 2 ↔ ∀ᵐ ω ∂P, T ω = meanTime P T) := by
  have hm := meanTime_pos P hL hpos
  have hk := drift_mul_meanTime P a hL hpos
  have hV : 0 ≤ ∫ ω, (T ω - meanTime P T) ^ 2 ∂P := integral_nonneg fun ω => sq_nonneg _
  refine ⟨le_of_mul_le_mul_right ?_ hm, fun h => ?_, fun h => ?_⟩
  · rw [hk]
    nlinarith [mul_nonneg ha.le hV]
  · -- equality leaves no room for a variance
    rw [h] at hk
    have haV : a * ∫ ω, (T ω - meanTime P T) ^ 2 ∂P = 0 := by
      linear_combination (-2) * hk
    have hV0 := (mul_eq_zero.mp haV).resolve_left ha.ne'
    have hint : Integrable (fun ω => (T ω - meanTime P T) ^ 2) P :=
      (hL.sub (memLp_const (meanTime P T))).integrable_sq
    have hz := (integral_eq_zero_iff_of_nonneg (fun ω => sq_nonneg _) hint).mp hV0
    filter_upwards [hz] with ω hω
    have hsq : (T ω - meanTime P T) ^ 2 = 0 := hω
    exact sub_eq_zero.mp ((pow_eq_zero_iff two_ne_zero).mp hsq)
  · have hV0 : ∫ ω, (T ω - meanTime P T) ^ 2 ∂P = 0 := by
      apply integral_eq_zero_of_ae
      filter_upwards [h] with ω hω
      simp [hω]
    apply mul_right_cancel₀ hm.ne'
    rw [hk, hV0]
    ring

/-- The `n`-th moment of the exponential law with `τ > 0` is `n! τⁿ`. -/
theorem expFlights_moment {τ : ℝ} (hτ : 0 < τ) (n : ℕ) :
    ∫ t, t ^ n ∂(expFlights τ) = (n.factorial : ℝ) * τ ^ n := by
  have hmeas : Measurable fun t : ℝ => ENNReal.ofReal (Real.exp (-(t / τ)) / τ) := by
    fun_prop
  have key : ∀ t : ℝ, (ENNReal.ofReal (Real.exp (-(t / τ)) / τ)).toReal • t ^ n =
      τ⁻¹ * (t ^ ((n : ℝ) + 1 - 1) * Real.exp (-(1 / τ * t))) := by
    intro t
    rw [ENNReal.toReal_ofReal (by positivity), add_sub_cancel_right, Real.rpow_natCast,
      smul_eq_mul, show 1 / τ * t = t / τ by ring]
    ring
  -- the remaining integral is a Gamma function
  have h := Real.integral_rpow_mul_exp_neg_mul_Ioi (a := (n : ℝ) + 1) (r := 1 / τ)
    (by positivity) (by positivity)
  unfold expFlights
  rw [integral_withDensity_eq_integral_toReal_smul hmeas
    (ae_of_all _ fun _ => ENNReal.ofReal_lt_top)]
  simp only [key]
  rw [integral_const_mul, h, Real.Gamma_nat_eq_factorial, one_div_one_div,
    Real.rpow_add_one hτ.ne', Real.rpow_natCast]
  field_simp

/-- Exponential flight times with `τ > 0` have mean `τ` and give the drift velocity `a τ`. -/
theorem exponential_drift {τ : ℝ} (hτ : 0 < τ) (a : ℝ) :
    meanTime (expFlights τ) (fun t => t) = τ ∧
      driftVelocity (expFlights τ) a (fun t => t) = a * τ := by
  have h1 : meanTime (expFlights τ) (fun t => t) = τ := by
    simpa [meanTime] using expFlights_moment hτ 1
  have h2 : ∫ t, t ^ 2 ∂(expFlights τ) = 2 * τ ^ 2 := by
    simpa [Nat.factorial_two] using expFlights_moment hτ 2
  have e : (fun t : ℝ => a * t ^ 2 / 2) = fun t => a / 2 * t ^ 2 := by
    ext t; ring
  refine ⟨h1, ?_⟩
  unfold driftVelocity
  rw [h1, e, integral_const_mul, h2]
  field_simp

/-- For charge `q`, mass `m ≠ 0` and field `F ≠ 0` with `m a = q F`, exponential flight times with
`τ > 0` give the mobility `q τ / m`; replacing every flight time by the mean gives half of it. -/
theorem mean_time_halves_mobility {τ m F q a : ℝ} (hτ : 0 < τ) (hm : m ≠ 0) (hF : F ≠ 0)
    (newton : m * a = q * F) :
    driftVelocity (expFlights τ) a (fun t => t) / F = q * τ / m ∧
      driftVelocity (expFlights τ) a (fun _ => meanTime (expFlights τ) (fun t => t)) / F =
        q * τ / m / 2 := by
  obtain ⟨h1, h2⟩ := exponential_drift hτ a
  -- the zeroth moment says that the law is normalised
  have hmass : (expFlights τ).real Set.univ = 1 := by
    simpa using expFlights_moment hτ 0
  have hmob : a * τ / F = q * τ / m := by
    rw [div_eq_div_iff hF hm]
    linear_combination τ * newton
  have hc : driftVelocity (expFlights τ) a (fun _ => τ) = a * τ / 2 := by
    unfold driftVelocity meanTime
    rw [integral_const, integral_const, hmass, one_smul, one_smul]
    field_simp
  refine ⟨by rw [h2, hmob], ?_⟩
  rw [h1, hc, ← hmob]
  ring

end

end FreeFlightMonteCarlo
```

```lean
#print axioms FreeFlightMonteCarlo.longRun_velocity
#print axioms FreeFlightMonteCarlo.drift_ge_half
#print axioms FreeFlightMonteCarlo.mean_time_halves_mobility
```

```
'FreeFlightMonteCarlo.longRun_velocity' depends on axioms: [propext, Classical.choice, Quot.sound]
'FreeFlightMonteCarlo.drift_ge_half' depends on axioms: [propext, Classical.choice, Quot.sound]
'FreeFlightMonteCarlo.mean_time_halves_mobility' depends on axioms: [propext, Classical.choice, Quot.sound]
```

## From positive flight times to the two mobilities

`meanTime_pos` follows the argument for M > 0. The mean is non-negative, and if it were zero, `integral_eq_zero_iff_of_nonneg_ae` would make T vanish almost surely. Two almost sure statements on a probability space hold together at some point ω, and there T would be both zero and positive.

In `longRun_velocity` the theorem `strong_law_ae_real` is applied twice, to the distances and to the durations. The distances inherit independence and a common law from the durations, because each is the same measurable function x ↦ ax²/2 of its flight time. The expression `u.div v` takes the limit of the quotient, with `meanTime_pos` supplying the nonzero denominator. The closing lines cancel the two factors 1/n for n ≠ 0, which is enough for a limit.

`drift_mul_meanTime` is the identity for v M. Its step `hV` expands the variance, and the integrability statements before it allow the integral of the sum to be split into three integrals. The step `hd` multiplies the drift velocity by the mean time and recovers the mean distance per flight.

`drift_ge_half` works with this product form. For the bound, `le_of_mul_le_mul_right` multiplies both sides by the positive mean, and `nlinarith` needs only that a times the variance is non-negative. If equality holds, `linear_combination` extracts from the identity that a times the variance is zero. Since a is not zero, the variance vanishes, and so does (T − M)² almost surely. In the converse direction a constant T has zero variance, and the identity returns v = aM/2 after the common factor M is cancelled.

`expFlights_moment` first turns the integral against the exponential law into an ordinary integral weighted by the density. The step `key` writes the integrand in the form expected by Mathlib's Gamma integral, with exponent (n + 1) − 1 and decay rate 1/τ. That integral equals τⁿ⁺¹ Γ(n + 1), where Γ(n + 1) = n!, and the prefactor 1/τ from the density removes one power of τ.

`exponential_drift` inserts the moments n = 1 and n = 2 into the definition of the drift velocity. In `mean_time_halves_mobility` the moment n = 0 appears as `hmass`, the total probability one, which is used to integrate the constant flight time. The step `hc` then gives aτ/2 for the fixed-time simulation, and `hmob` uses Newton's law to identify aτ/F with qτ/m in both results.
